# Negative four-terminal resistance in a symmetric cross, with nonnegative two-terminal resistance

In linear-response Landauer–Büttiker theory, take a four-lead cross with leads $0,1,2,3$ in cyclic order, transmission probability $a\ge 0$ between opposite leads, $b>0$ between adjacent leads, and conductance quantum $G>0$ ($2e^2/h$ for spin-degenerate modes, $e^2/h$ for spin-resolved ones). Let a current $I$ enter at lead $0$ and leave at lead $1$, with leads $2$ and $3$ drawing no current. The lead voltages $V_0,\dots,V_3$ then satisfy

$$V_3-V_2=\frac{I\,(b-a)}{4Gb(a+b)},\qquad V_0-V_1=\frac{I\,(a+3b)}{4Gb(a+b)} .$$

For $I>0$ the four-terminal (bend) resistance $(V_3-V_2)/I$ is negative exactly when $a>b$. The voltage across the current leads cannot change sign in this way. For any finite set of leads with transmissions $T_{ij}\ge0$ whose row sum and column sum agree for each lead, and $G\ge 0$, a current $I$ sent in at lead $p$ and out at lead $q$, with no current in the other leads, obeys $I\,(V_p-V_q)\ge0$.

## Where a transport code relies on it

A multi-terminal Landauer–Büttiker calculation (non-interacting, phase-coherent, linear response) ends with a small linear solve. From the transmissions $T_{ij}$, from lead $j$ into lead $i$, the code builds the conductance matrix $L_{ij}=G\left(\delta_{ij}\sum_k T_{ik}-T_{ij}\right)$, so that the currents into the conductor are $I_i=\sum_j L_{ij}V_j$. The rows of $L$ sum to zero by construction, so $L$ is singular and one lead is grounded, which removes a column. One row is removed as well, and that step uses the sum rule: the removed equation follows from the others because the imposed currents add to zero and the columns of $L$ sum to zero, the latter being the statement $\sum_j T_{ij}=\sum_j T_{ji}$.

An assertion that the voltage across the current leads has the sign of the current, or vanishes, is sound up to rounding. An assertion that every four-terminal resistance is positive would reject correct output. The explicit scattering matrix below gives a rational reference value, $V_3-V_2=-\tfrac{15}{16}\,I/G$, against which the solve and the lead numbering can be compared.

## Derivation

With one mode per lead the scattering matrix $S$ has one row and one column per lead, and $T_{ij}=|S_{ij}|^2$. The diagonal entries of $SS^\dagger=1$ and $S^\dagger S=1$ read $\sum_j T_{ij}=1$ and $\sum_j T_{ji}=1$. Only the equality of row sum and column sum is used afterwards. It gives, for any lead quantity $f_i$,

$$\sum_{ij}T_{ij}f_i=\sum_{ij}T_{ji}f_i=\sum_{ij}T_{ij}f_j ,$$

where the last step renames the indices. The current into the conductor through lead $i$ is $I_i=G\sum_j T_{ij}(V_i-V_j)$. With $f=V$ the swap gives $\sum_i I_i=0$. For the power, write

$$T_{ij}(V_i-V_j)^2=2V_i\,T_{ij}(V_i-V_j)+T_{ij}V_j^2-T_{ij}V_i^2 .$$

Summed over $i$ and $j$, the last two terms cancel by the swap with $f=V^2$, so

$$\sum_i V_iI_i=\frac G2\sum_{ij}T_{ij}(V_i-V_j)^2 .$$

For $I_i=I(\delta_{ip}-\delta_{iq})$ the left side is $I(V_p-V_q)$, and the right side is nonnegative when $G\ge0$ and $T_{ij}\ge0$.

In the cross the reflection $T_{ii}=r$ multiplies $V_i-V_i=0$ and drops out. The four equations are

$$\begin{aligned}
G\,[a(V_0-V_2)+b(V_0-V_1)+b(V_0-V_3)]&=I,\\
G\,[a(V_1-V_3)+b(V_1-V_0)+b(V_1-V_2)]&=-I,\\
G\,[a(V_2-V_0)+b(V_2-V_1)+b(V_2-V_3)]&=0,\\
G\,[a(V_3-V_1)+b(V_3-V_0)+b(V_3-V_2)]&=0 .
\end{aligned}$$

Put $u=V_0-V_1$ and $w=V_3-V_2$. The first equation minus the second has the bracket $a(u+w)+2bu+b(u-w)$, and the fourth minus the third has $a(u+w)+b(w-u)+2bw$. Hence

$$G\,[(a+3b)u+(a-b)w]=2I,\qquad G\,[(a+3b)w+(a-b)u]=0 .$$

Multiply the second by $a+3b$, the first by $a-b$, and subtract. With $(a+3b)^2-(a-b)^2=8b(a+b)$ this leaves $8Gb(a+b)\,w=-2I(a-b)$. Exchanging the multipliers leaves $8Gb(a+b)\,u=2I(a+3b)$. These are the two formulas. The denominator $4Gb(a+b)$ is positive, so for $I>0$ the sign of $w$ is that of $b-a$. A solution exists: for $V=(x,-x,-y,y)$ the first two equations both become $G[(a+3b)x+(a-b)y]=I$ and the last two both follow from $(a+3b)y+(a-b)x=0$, and these hold for $x=(a+3b)c$, $y=(b-a)c$ with $c=I/(8Gb(a+b))$.

For a quantum realisation, take amplitude $-1/5$ for reflection, $2i/5$ between adjacent leads and $4/5$ between opposite leads. Each row has squared norm $(1+4+16+4)/25=1$. Opposite rows have overlap $(-4+4-4+4)/25=0$, and adjacent rows have $(2i-2i-8i+8i)/25=0$. Thus $r=1/25$, $a=16/25$, $b=4/25$, and $(b-a)/(4b(a+b))=-(12/25)/(320/625)=-15/16$.

One slip is invisible in this example. The cross has $T_{ij}=T_{ji}$, so a code that reads the transmission indices in the wrong order still reproduces $-15/16$; that error can show only for a non-symmetric $T$, as in a magnetic field. A slip that the example does catch is exchanging the two probes, which reverses the sign. In the file the probe voltage $w$ is `V 3 - V 2`.

## The Lean file

```lean
import Mathlib

open Finset

namespace ButtikerCross

noncomputable section

variable {n : Type*} [Fintype n] [DecidableEq n]

/-- Transmission probabilities `T i j = |S i j|²` of a scattering matrix with one mode
per lead. -/
def transmission (S : Matrix n n ℂ) : Matrix n n ℝ :=
  fun i j => Complex.normSq (S i j)

/-- Büttiker current entering the conductor through lead `i`, for conductance quantum `G`,
transmissions `T` and lead voltages `V`. -/
def current (G : ℝ) (T : Matrix n n ℝ) (V : n → ℝ) (i : n) : ℝ :=
  G * ∑ j, T i j * (V i - V j)

/-- Current pattern of a measurement: `I` enters at lead `p`, leaves at lead `q`, and all
other leads carry no current. -/
def drive (p q : n) (I : ℝ) (i : n) : ℝ :=
  (if i = p then I else 0) - (if i = q then I else 0)

/-- Transmissions of a symmetric cross with four leads in cyclic order (indices
0, 1, 2, 3): reflection `r`, `a` between opposite and `b` between adjacent leads. -/
def cross (r a b : ℝ) : Matrix (Fin 4) (Fin 4) ℝ :=
  !![r, b, a, b; b, r, b, a; a, b, r, b; b, a, b, r]

/-- A scattering matrix for the cross with amplitudes `-1/5` (reflection), `2i/5` (adjacent
leads) and `4/5` (opposite leads); entries are written as ⟨real part, imaginary part⟩. -/
def crossS : Matrix (Fin 4) (Fin 4) ℂ :=
  !![⟨-1/5, 0⟩, ⟨0, 2/5⟩, ⟨4/5, 0⟩, ⟨0, 2/5⟩;
     ⟨0, 2/5⟩, ⟨-1/5, 0⟩, ⟨0, 2/5⟩, ⟨4/5, 0⟩;
     ⟨4/5, 0⟩, ⟨0, 2/5⟩, ⟨-1/5, 0⟩, ⟨0, 2/5⟩;
     ⟨0, 2/5⟩, ⟨4/5, 0⟩, ⟨0, 2/5⟩, ⟨-1/5, 0⟩]

/-- Sum rule: for a unitary scattering matrix every row and every column of transmission
probabilities sums to one. -/
theorem unitary_sum_rule (S : Matrix n n ℂ) (hS : S ∈ Matrix.unitaryGroup n ℂ) (i : n) :
    ∑ j, transmission S i j = 1 ∧ ∑ j, transmission S j i = 1 := by
  have h1 := congrFun (congrFun (Matrix.mem_unitaryGroup_iff.mp hS) i) i
  have h2 := congrFun (congrFun (Matrix.mem_unitaryGroup_iff'.mp hS) i) i
  rw [Matrix.mul_apply, Matrix.one_apply_eq] at h1 h2
  have r1 : ((∑ j, Complex.normSq (S i j) : ℝ) : ℂ) = 1 := by
    rw [← h1, Complex.ofReal_sum]
    refine Finset.sum_congr rfl fun j _ => ?_
    rw [Matrix.star_apply, Complex.star_def, Complex.mul_conj]
  have r2 : ((∑ j, Complex.normSq (S j i) : ℝ) : ℂ) = 1 := by
    rw [← h2, Complex.ofReal_sum]
    refine Finset.sum_congr rfl fun j _ => ?_
    rw [Matrix.star_apply, Complex.star_def, mul_comm, Complex.mul_conj]
  exact ⟨Complex.ofReal_eq_one.mp r1, Complex.ofReal_eq_one.mp r2⟩

omit [DecidableEq n] in
/-- With equal row and column sums, the transmission-weighted total of a lead quantity `f`
is the same whether `f` is taken at the receiving or at the emitting lead. -/
theorem sum_rule_swap (T : Matrix n n ℝ) (hT : ∀ i, ∑ j, T i j = ∑ j, T j i) (f : n → ℝ) :
    ∑ i, ∑ j, T i j * f i = ∑ i, ∑ j, T i j * f j :=
  calc ∑ i, ∑ j, T i j * f i = ∑ i, ∑ j, T j i * f i :=
        Finset.sum_congr rfl fun i _ => by rw [← Finset.sum_mul, ← Finset.sum_mul, hT i]
    _ = ∑ i, ∑ j, T i j * f j := Finset.sum_comm

omit [DecidableEq n] in
/-- Current conservation: with equal row and column sums the lead currents add to zero. -/
theorem current_conservation (G : ℝ) (T : Matrix n n ℝ)
    (hT : ∀ i, ∑ j, T i j = ∑ j, T j i) (V : n → ℝ) : ∑ i, current G T V i = 0 := by
  have h : ∑ i, ∑ j, T i j * (V i - V j) = 0 := by
    simp only [mul_sub, Finset.sum_sub_distrib]
    rw [sum_rule_swap T hT V, sub_self]
  simp only [current]
  rw [← Finset.mul_sum, h, mul_zero]

omit [DecidableEq n] in
/-- With equal row and column sums the total power `∑ Vᵢ Iᵢ` equals
`(G/2) ∑ Tᵢⱼ (Vᵢ - Vⱼ)²`. -/
theorem power_eq (G : ℝ) (T : Matrix n n ℝ) (hT : ∀ i, ∑ j, T i j = ∑ j, T j i)
    (V : n → ℝ) :
    ∑ i, V i * current G T V i = G / 2 * ∑ i, ∑ j, T i j * (V i - V j) ^ 2 := by
  have key : ∑ i, ∑ j, T i j * V i ^ 2 = ∑ i, ∑ j, T i j * V j ^ 2 :=
    sum_rule_swap T hT (fun k => V k ^ 2)
  have e : ∀ i j, T i j * (V i - V j) ^ 2 =
      2 * (V i * (T i j * (V i - V j))) + (T i j * V j ^ 2 - T i j * V i ^ 2) :=
    fun i j => by ring
  have hL : ∑ i, V i * current G T V i = G * ∑ i, V i * ∑ j, T i j * (V i - V j) := by
    rw [Finset.mul_sum]
    refine Finset.sum_congr rfl fun i _ => ?_
    unfold current
    ring
  -- the leftover squares cancel by the sum rule
  have hR : ∑ i, ∑ j, T i j * (V i - V j) ^ 2 =
      2 * ∑ i, V i * ∑ j, T i j * (V i - V j) := by
    simp only [e, Finset.sum_add_distrib, Finset.sum_sub_distrib, ← Finset.mul_sum]
    linarith [key]
  rw [hL, hR]
  ring

/-- For `G ≥ 0` and nonnegative transmissions with equal row and column sums, a current `I`
driven from `p` to `q` satisfies `I (V p - V q) ≥ 0`. -/
theorem two_terminal_nonneg (G I : ℝ) (hG : 0 ≤ G) (T : Matrix n n ℝ)
    (hpos : ∀ i j, 0 ≤ T i j) (hT : ∀ i, ∑ j, T i j = ∑ j, T j i) (V : n → ℝ) (p q : n)
    (h : current G T V = drive p q I) : 0 ≤ I * (V p - V q) := by
  have hP : ∑ i, V i * current G T V i = I * (V p - V q) := by
    simp only [h, drive, mul_sub, Finset.sum_sub_distrib, mul_ite, mul_zero,
      Finset.sum_ite_eq', Finset.mem_univ, if_true]
    ring
  rw [← hP, power_eq G T hT V]
  exact mul_nonneg (by positivity) (Finset.sum_nonneg fun i _ =>
    Finset.sum_nonneg fun j _ => mul_nonneg (hpos i j) (sq_nonneg _))

/-- The four Büttiker equations of the cross for current `I` in at lead 0 and out at
lead 1, written out. -/
theorem cross_drive_iff (G r a b I : ℝ) (V : Fin 4 → ℝ) :
    current G (cross r a b) V = drive 0 1 I ↔
      G * (a * (V 0 - V 2) + b * (V 0 - V 1) + b * (V 0 - V 3)) = I ∧
      G * (a * (V 1 - V 3) + b * (V 1 - V 0) + b * (V 1 - V 2)) = -I ∧
      G * (a * (V 2 - V 0) + b * (V 2 - V 1) + b * (V 2 - V 3)) = 0 ∧
      G * (a * (V 3 - V 1) + b * (V 3 - V 0) + b * (V 3 - V 2)) = 0 := by
  have e : ∀ i, current G (cross r a b) V i =
      G * (cross r a b i 0 * (V i - V 0) + cross r a b i 1 * (V i - V 1) +
        cross r a b i 2 * (V i - V 2) + cross r a b i 3 * (V i - V 3)) := by
    intro i
    simp only [current, Fin.sum_univ_four]
  have c0 : current G (cross r a b) V 0 = G * (r * (V 0 - V 0) + b * (V 0 - V 1) +
    a * (V 0 - V 2) + b * (V 0 - V 3)) := e 0
  have c1 : current G (cross r a b) V 1 = G * (b * (V 1 - V 0) + r * (V 1 - V 1) +
    b * (V 1 - V 2) + a * (V 1 - V 3)) := e 1
  have c2 : current G (cross r a b) V 2 = G * (a * (V 2 - V 0) + b * (V 2 - V 1) +
    r * (V 2 - V 2) + b * (V 2 - V 3)) := e 2
  have c3 : current G (cross r a b) V 3 = G * (b * (V 3 - V 0) + a * (V 3 - V 1) +
    b * (V 3 - V 2) + r * (V 3 - V 3)) := e 3
  have d0 : drive (0 : Fin 4) 1 I 0 = I := by simp [drive]
  have d1 : drive (0 : Fin 4) 1 I 1 = -I := by simp [drive]
  have d2 : drive (0 : Fin 4) 1 I 2 = 0 := by simp [drive]
  have d3 : drive (0 : Fin 4) 1 I 3 = 0 := by simp [drive]
  constructor
  · intro h
    rw [h] at c0 c1 c2 c3
    exact ⟨by linear_combination d0 - c0, by linear_combination d1 - c1,
      by linear_combination d2 - c2, by linear_combination d3 - c3⟩
  · rintro ⟨h0, h1, h2, h3⟩
    funext i
    fin_cases i
    · exact c0.trans (by linear_combination h0 - d0 : _ = drive (0 : Fin 4) 1 I 0)
    · exact c1.trans (by linear_combination h1 - d1 : _ = drive (0 : Fin 4) 1 I 1)
    · exact c2.trans (by linear_combination h2 - d2 : _ = drive (0 : Fin 4) 1 I 2)
    · exact c3.trans (by linear_combination h3 - d3 : _ = drive (0 : Fin 4) 1 I 3)

/-- For `G > 0`, `a ≥ 0`, `b > 0` and every current `I` there are lead voltages that drive
`I` from lead 0 to lead 1 of the
cross with no current in leads 2 and 3. -/
theorem cross_solution_exists (G r a b I : ℝ) (hG : 0 < G) (ha : 0 ≤ a) (hb : 0 < b) :
    ∃ V : Fin 4 → ℝ, current G (cross r a b) V = drive 0 1 I := by
  have hD : 8 * G * b * (a + b) ≠ 0 := by positivity
  have hc := div_mul_cancel₀ I hD
  obtain ⟨x, y, h1, h2⟩ : ∃ x y : ℝ, G * ((a + 3 * b) * x + (a - b) * y) = I ∧
      (a + 3 * b) * y + (a - b) * x = 0 :=
    ⟨(a + 3 * b) * (I / (8 * G * b * (a + b))), (b - a) * (I / (8 * G * b * (a + b))),
      by linear_combination hc, by ring1⟩
  -- voltages odd under the mirror 0 ↔ 1, 2 ↔ 3
  refine ⟨![x, -x, -y, y], (cross_drive_iff G r a b I _).mpr ⟨?_, ?_, ?_, ?_⟩⟩
  · show G * (a * (x - -y) + b * (x - -x) + b * (x - y)) = I
    linear_combination h1
  · show G * (a * (-x - y) + b * (-x - x) + b * (-x - -y)) = -I
    linear_combination -h1
  · show G * (a * (-y - x) + b * (-y - -x) + b * (-y - y)) = 0
    linear_combination -G * h2
  · show G * (a * (y - -x) + b * (y - x) + b * (y - -y)) = 0
    linear_combination G * h2

/-- For `G > 0`, `a ≥ 0`, `b > 0`, with current `I` in at lead 0 and out at lead 1 of the
cross and none in leads 2 and 3,
`V 3 - V 2 = I (b - a) / (4 G b (a + b))` and `V 0 - V 1 = I (a + 3 b) / (4 G b (a + b))`. -/
theorem cross_voltages (G r a b I : ℝ) (hG : 0 < G) (ha : 0 ≤ a) (hb : 0 < b)
    (V : Fin 4 → ℝ) (h : current G (cross r a b) V = drive 0 1 I) :
    V 3 - V 2 = I * (b - a) / (4 * G * b * (a + b)) ∧
    V 0 - V 1 = I * (a + 3 * b) / (4 * G * b * (a + b)) := by
  obtain ⟨h0, h1, h2, h3⟩ := (cross_drive_iff G r a b I V).mp h
  have hD : 4 * G * b * (a + b) ≠ 0 := by positivity
  -- h0 - h1 and h3 - h2 form a 2×2 system for V 0 - V 1 and V 3 - V 2
  constructor
  · rw [eq_div_iff hD]
    linear_combination (a + 3 * b) / 2 * (h3 - h2) - (a - b) / 2 * (h0 - h1)
  · rw [eq_div_iff hD]
    linear_combination (a + 3 * b) / 2 * (h0 - h1) - (a - b) / 2 * (h3 - h2)

/-- For `G > 0`, `a ≥ 0`, `b > 0` and a positive current from lead 0 to lead 1 of the cross,
the probe voltage `V 3 - V 2` is negative
exactly when transmission to the opposite lead exceeds that to an adjacent lead. -/
theorem bend_negative_iff (G r a b I : ℝ) (hG : 0 < G) (ha : 0 ≤ a) (hb : 0 < b)
    (hI : 0 < I) (V : Fin 4 → ℝ) (h : current G (cross r a b) V = drive 0 1 I) :
    V 3 - V 2 < 0 ↔ b < a := by
  have hD : 0 < 4 * G * b * (a + b) := by positivity
  rw [(cross_voltages G r a b I hG ha hb V h).1, div_lt_iff₀ hD, zero_mul]
  constructor
  · intro hlt
    by_contra hc
    have := mul_nonneg hI.le (sub_nonneg.mpr (not_lt.mp hc))
    linarith
  · intro hlt
    exact mul_neg_of_pos_of_neg hI (sub_neg.mpr hlt)

/-- The matrix `crossS` is unitary, its transmissions form the cross with `r = 1/25`,
`a = 16/25`, `b = 4/25`, and for `G > 0` a current `I` from lead 0 to lead 1 gives
`V 3 - V 2 = -(15/16) I / G`. -/
theorem negative_bend_witness :
    crossS ∈ Matrix.unitaryGroup (Fin 4) ℂ ∧
    transmission crossS = cross (1 / 25) (16 / 25) (4 / 25) ∧
    ∀ (G I : ℝ) (V : Fin 4 → ℝ), 0 < G → current G (transmission crossS) V = drive 0 1 I →
      V 3 - V 2 = -(15 / 16) * (I / G) := by
  have hT : transmission crossS = cross (1 / 25) (16 / 25) (4 / 25) := by
    ext i j
    fin_cases i <;> fin_cases j <;>
      simp [transmission, crossS, cross, Complex.normSq_apply] <;> norm_num
  refine ⟨?_, hT, fun G I V hG h => ?_⟩
  · rw [Matrix.mem_unitaryGroup_iff]
    ext i j
    fin_cases i <;> fin_cases j <;>
      simp [crossS, Matrix.mul_apply, Fin.sum_univ_four, Matrix.star_apply,
        Complex.ext_iff] <;> norm_num
  · rw [hT] at h
    rw [(cross_voltages G _ _ _ I hG (by norm_num) (by norm_num) V h).1]
    ring1

end

end ButtikerCross
```

```lean
#print axioms ButtikerCross.current_conservation
-- 'ButtikerCross.current_conservation' depends on axioms: [propext, Classical.choice, Quot.sound]
#print axioms ButtikerCross.two_terminal_nonneg
-- 'ButtikerCross.two_terminal_nonneg' depends on axioms: [propext, Classical.choice, Quot.sound]
#print axioms ButtikerCross.cross_solution_exists
-- 'ButtikerCross.cross_solution_exists' depends on axioms: [propext, Classical.choice, Quot.sound]
#print axioms ButtikerCross.bend_negative_iff
-- 'ButtikerCross.bend_negative_iff' depends on axioms: [propext, Classical.choice, Quot.sound]
```

## Reading the statements

Leads are the elements of a finite type `n`, and voltages are a function `V : n → ℝ`. The definition `transmission` is $|S_{ij}|^2$, `current G T V i` is $I_i$ counted positive into the conductor, and `drive p q I` is the pattern $I(\delta_{ip}-\delta_{iq})$. The hypothesis `current G T V = drive p q I` is an equality of functions, so it imposes one equation per lead, including zero current in every probe. The matrix `cross r a b` has $b$ between cyclic neighbours and $a$ between $0,2$ and between $1,3$.

`unitary_sum_rule` gives unit row and column sums for a unitary `S`. `current_conservation` and `power_eq` assume only `hT`, the equality of row and column sums, for arbitrary real `G` and `T`. `two_terminal_nonneg` adds `hG` and `hpos` and concludes `0 ≤ I * (V p - V q)`. For $G>0$, $a\ge0$, $b>0$, `cross_solution_exists` supplies voltages, `cross_voltages` gives both differences for every solution, and `bend_negative_iff` states `V 3 - V 2 < 0 ↔ b < a` when $I>0$. `negative_bend_witness` says that `crossS` is unitary, that its transmissions are the cross with the values above, and that every solution has $V_3-V_2=-\tfrac{15}{16}I/G$.

## How the proof follows the derivation

`unitary_sum_rule` extracts the $(i,i)$ entries of the two unitarity products as `h1` and `h2` and turns each term into a squared modulus with `Complex.mul_conj`. `sum_rule_swap` is the two-step chain above, with `Finset.sum_comm` as the renaming. In `power_eq`, `e` is the termwise identity, `key` is the swap for $V^2$, and `hR` is the summed identity. In `two_terminal_nonneg`, `hP` collapses the power to $I(V_p-V_q)$, and the rest is nonnegativity term by term.

`cross_drive_iff` expands the function equality into the four scalar equations, which `cross_voltages` names `h0` to `h3`. In `cross_solution_exists` the Lean `x` and `y` are the $x$ and $y$ of the ansatz, that is $u/2$ and $w/2$. The witness checks all sixteen entries of the transmissions and of $SS^\dagger$ by cases, splits the complex equations of the latter into real and imaginary parts with `Complex.ext_iff`, and then calls `cross_voltages`.

The elimination in `cross_voltages` is a pattern worth reusing for small linear systems with symbolic coefficients. First `eq_div_iff hD` clears the denominator, with `hD` proved by `positivity`. Then `linear_combination` takes the elimination multipliers as polynomial coefficients: `(a + 3 * b) / 2 * (h3 - h2) - (a - b) / 2 * (h0 - h1)` is the subtraction in the derivation, halved. No matrix inverse is formed, and the singularity of the $4\times4$ system never has to be handled.

## Limits of the guarantee

The current formula is a definition. Its derivation from occupied scattering states is assumed, along with linear response and ideal probes that draw no net current. Written with differences $V_i-V_j$, it is insensitive to a common voltage shift for any `T`; a code that uses $V_i-\sum_jT_{ij}V_j$ agrees with it for all voltages only when the row sums equal one.

The sum rule is proved from unitarity for one mode per lead. With several modes, where $T_{ij}$ is a sum over a block of $|S|^2$, the conservation, power and two-terminal theorems apply once `hT` and, for the last, `hpos` are supplied, and the file leaves that step to the user. All statements are in exact arithmetic, with no error bound for a numerically computed $S$ that is only approximately unitary.

The two-terminal bound is not strict and presupposes that voltages solving the drive equations are given; solvability is shown for the cross only. The case $p=q$ is allowed and reads $0\le0$. In the cross theorems `r` is an arbitrary real number and $r+a+2b=1$ is not required, so they also cover values of $a$ and $b$ that no unitary matrix realises, such as $a>1$. Realisability is established at one point, `crossS`, which is a matrix with no Hamiltonian or device geometry behind it. The condition $b>0$ connects the pair $0,2$ to the pair $1,3$: at $b=0$ the first and third equations add to $I=0$. The equal $b$ for both neighbours excludes a clockwise–anticlockwise asymmetry of the kind a magnetic field can produce, whereas the general theorems never assume $T_{ij}=T_{ji}$.
